# Hermitian operators on an n-dimensional state space form a real vector space of dimension n²

A Hamiltonian or other observable of a quantum system with n basis states, n finite, is a Hermitian n × n complex matrix. The theorem says that these matrices form a vector space of dimension n² over the real numbers, so that n² real parameters fix one of them; no further condition, such as a symmetry or a fixed trace, is placed on the matrix. The proof builds a real-linear equivalence with the real n × n matrices, sending each entry to the sum of its real and imaginary parts. The inverse takes the symmetric part of the real matrix as the real part and the antisymmetric part as the imaginary part, and the dimension is then that of the real matrices.

An attempt in Lean 4 with a fault in it:

```lean
import Mathlib

open Matrix

namespace FinrankHermitianPart

noncomputable section

/-- The real vector space of Hermitian `n × n` matrices (normal-state Hamiltonians). -/
def hermitianPart (n : ℕ) : Submodule ℝ (Matrix (Fin n) (Fin n) ℂ) where
  carrier := {A | Aᴴ = A}
  add_mem' := by
    intro A B hA hB
    show (A + B)ᴴ = A + B
    rw [conjTranspose_add, show Aᴴ = A from hA, show Bᴴ = B from hB]
  zero_mem' := conjTranspose_zero
  smul_mem' := by
    intro c A hA
    show (c • A)ᴴ = c • A
    rw [conjTranspose_smul, show Aᴴ = A from hA, star_trivial]

/-- Hermitian `n × n` matrices have `n²` real parameters. -/
theorem finrank_hermitianPart (n : ℕ) : Module.finrank ℝ (hermitianPart n) = n * n := by
  -- the real matrix `Re h + Im h` determines `h`
  let e : hermitianPart n ≃ₗ[ℝ] Matrix (Fin n) (Fin n) ℝ :=
    { toFun := fun A => Matrix.of fun i j => (A.1 i j).re + (A.1 i j).im
      map_add' := fun A B => by ext i j; simp; ring
      map_smul' := fun c A => by ext i j; simp; ring
      invFun := fun M => ⟨Matrix.of fun i j =>
          (⟨(M i j + M j i) / 2, (M i j - M j i) / 2⟩ : ℂ), by
        show (Matrix.of _)ᴴ = Matrix.of _
        refine Matrix.ext fun i j => Complex.ext ?_ ?_ <;> simp <;> ring⟩
      left_inv := fun A => by
        refine Subtype.ext (Matrix.ext fun i j => ?_)
        have hA : A.1ᴴ = A.1 := A.2
        have h := congrFun (congrFun hA i) j
        have hr : (A.1 j i).re = (A.1 i j).re := congrArg Complex.re h
        have hi : -(A.1 j i).im = (A.1 i j).im := congrArg Complex.im h
        apply Complex.ext
        · show ((A.1 i j).re + (A.1 i j).im + ((A.1 j i).re + (A.1 j i).im)) / 2 = _
          linarith
        · show ((A.1 i j).re + (A.1 i j).im - ((A.1 j i).re + (A.1 j i).im)) / 2 = _
          linarith
      right_inv := fun M => by
        ext i j
        show (M i j + M j i) / 2 + (M i j - M j i) / 2 = M i j
        ring }
  rw [e.finrank_eq]
  simp [Module.finrank_matrix]

end

end FinrankHermitianPart
```

The compiler's answer:

```
Main.lean:37:69: error: Application type mismatch: The argument
  h
has type
  (↑A)ᴴ i j = ↑A i j
but is expected to have type
  ↑A j i = ↑A i j
in the application
  congrArg Complex.re h
```

Cause. The message concerns `hr`, which says that the entries `A.1 j i` and `A.1 i j` have equal real parts. Given that goal, Lean read `congrArg Complex.re h` as needing a proof that the entries themselves are equal, `↑A j i = ↑A i j`. But `h` says `(↑A)ᴴ i j = ↑A i j`, and the left side is the complex conjugate of `↑A j i`, which is in general a different number. Only the real parts agree.

In the repair, `simpa using` lets `congrArg Complex.re h` be read on its own terms, as an equality between the real part of the conjugate and that of `A.1 i j`. Simplification then removes the conjugate, which leaves the real part unchanged, and the goal follows. The new type on `h` states the same fact with the conjugate written out as `star (A.1 j i)`.

The line for `hi` is changed in the same way, with simplification turning the imaginary part of the conjugate into `-(A.1 j i).im`. No message was reported against the old form of that line, so this change looks like tidying.

Lean accepts the file once it reads:

```diff
@@ -34,7 +34,7 @@
         refine Subtype.ext (Matrix.ext fun i j => ?_)
         have hA : A.1ᴴ = A.1 := A.2
-        have h := congrFun (congrFun hA i) j
-        have hr : (A.1 j i).re = (A.1 i j).re := congrArg Complex.re h
-        have hi : -(A.1 j i).im = (A.1 i j).im := congrArg Complex.im h
+        have h : star (A.1 j i) = A.1 i j := congrFun (congrFun hA i) j
+        have hr : (A.1 j i).re = (A.1 i j).re := by simpa using congrArg Complex.re h
+        have hi : -(A.1 j i).im = (A.1 i j).im := by simpa using congrArg Complex.im h
         apply Complex.ext
         · show ((A.1 i j).re + (A.1 i j).im + ((A.1 j i).re + (A.1 j i).im)) / 2 = _
```
